# In the grand-canonical ensemble, even correlators of free fermions are signed sums of products of pair contractions

Let ρ be the density matrix of a fermion system and A_i a family of creation and annihilation operators, labelled by i. For a list L of labels, A_L is the product of the A_i in the order of the list, and the correlator is tr(ρA_L). The problem is to reduce a correlator of many operators to averages of pairs.

All operators here are complex matrices of one finite size. The label set `ι` is arbitrary, and labels may repeat in a list.

In Lean 4 with Mathlib:

```lean
import Mathlib

open Matrix

namespace ThermalWick

noncomputable section

variable {n ι : Type*} [Fintype n] [DecidableEq n]

/-- The product of the operators `A i`, in the order in which the indices stand in the list. -/
def orderedProduct (A : ι → Matrix n n ℂ) (L : List ι) : Matrix n n ℂ := (L.map A).prod
```

Positions in L count from 0: L_j is the entry at position j, L∖j is the list without it (`L.eraseIdx j`), and |L| is the length. Given a contraction c(i,k), the Wick sum W is defined by

W(empty list) = 1

W(i followed by L) = Σ_j (−1)^j c(i,L_j) W(L∖j).

For four labels this is c(1,2)c(3,4) − c(1,3)c(2,4) + c(1,4)c(2,3).

```lean
/-- The signed recursive Wick sum: the first index is contracted with each later one in turn,
with alternating sign, and the remaining indices are treated in the same way. -/
def wickSum (c : ι → ι → ℂ) : List ι → ℂ
  | [] => 1
  | i :: L => ∑ j : Fin L.length,
      (-1) ^ (j : ℕ) * c i (L.get j) * wickSum c (L.eraseIdx j)
termination_by L => L.length
decreasing_by
  simp only [List.length_cons, List.length_eraseIdx]
  split <;> omega
```

The thermal contraction is s_ij/(1+λ_i). The numbers s_ij and λ_i (`lam i`) come from the first two hypotheses below.

```lean
/-- The thermal contraction `s i j / (1 + lam i)`, meant for `lam i ≠ -1`. -/
def thermalContraction (s : ι → ι → ℂ) (lam : ι → ℂ) (i j : ι) : ℂ := s i j / (1 + lam i)
```

## Anticommutators that are numbers

The first hypothesis is A_iA_j + A_jA_i = s_ij·1. The creation and annihilation operators of orthonormal fermion modes satisfy it, with s_ij = 1 for the creation and the annihilation operator of the same mode and 0 otherwise. It allows A_i to move past one factor:

A_iA_kA_L = s_ik A_L − A_kA_iA_L.

Repeating this until A_i stands at the right end gives

A_iA_L = Σ_j (−1)^j s(i,L_j) A_{L∖j} + (−1)^|L| A_LA_i.

`move_through` proves this by induction on L. The step `hsum` splits off the contraction with the first factor, `noncomm_ring` checks the single exchange, and `module` collects the terms.

```lean
/-- If all anticommutators are numbers, moving `A i` from the left end of an ordered product to
the right end leaves one signed contraction term for each factor passed. -/
theorem move_through (A : ι → Matrix n n ℂ) (s : ι → ι → ℂ)
    (hA : ∀ i j, A i * A j + A j * A i = s i j • (1 : Matrix n n ℂ)) (i : ι) (L : List ι) :
    A i * orderedProduct A L =
      ∑ j : Fin L.length, ((-1 : ℂ) ^ (j : ℕ) * s i (L.get j)) • orderedProduct A (L.eraseIdx j)
        + (-1 : ℂ) ^ L.length • (orderedProduct A L * A i) := by
  induction L with
  | nil => simp [orderedProduct]
  | cons k L ih =>
    have hcons : orderedProduct A (k :: L) = A k * orderedProduct A L := by
      simp [orderedProduct]
    -- split off the contraction with the first factor
    have hsum : ∑ j : Fin (k :: L).length, ((-1 : ℂ) ^ (j : ℕ) * s i ((k :: L).get j)) •
          orderedProduct A ((k :: L).eraseIdx j)
        = s i k • orderedProduct A L - A k * ∑ j : Fin L.length,
          ((-1 : ℂ) ^ (j : ℕ) * s i (L.get j)) • orderedProduct A (L.eraseIdx j) := by
      refine (Fin.sum_univ_succ (n := L.length) _).trans ?_
      rw [Finset.mul_sum, sub_eq_add_neg, ← Finset.sum_neg_distrib]
      congr 1
      · simp
      · refine Finset.sum_congr rfl fun j _ => ?_
        change ((-1 : ℂ) ^ ((j : ℕ) + 1) * s i (L.get j)) •
          (A k * orderedProduct A (L.eraseIdx j)) = _
        rw [mul_smul_comm, ← neg_smul]
        congr 1
        ring
    rw [hsum, hcons, List.length_cons]
    calc A i * (A k * orderedProduct A L)
        = (A i * A k + A k * A i) * orderedProduct A L
            - A k * (A i * orderedProduct A L) := by noncomm_ring
      _ = _ := by
        rw [hA, ih, smul_mul_assoc, one_mul, mul_add, mul_smul_comm, pow_succ,
          mul_assoc (A k) (orderedProduct A L) (A i)]
        module
```

Raising operators of two different spins commute, so their anticommutator is an operator. It would stay inside the trace, and the correlator would not reduce to shorter ones in this way.

## Exchange with the density matrix

The second hypothesis is A_iρ = λ_iρA_i with a complex number λ_i. It says that A_i connects only states whose statistical weights have a fixed ratio. With the cyclic property of the trace it returns A_i to the front:

tr(ρA_LA_i) = tr(A_iρA_L) = λ_i tr(ρA_iA_L).

```lean
/-- If `B ρ = μ ρ B`, an operator `B` at the right end of a correlator can be brought to the
left end at the price of the factor `μ`. -/
theorem trace_cycle (ρ B X : Matrix n n ℂ) (μ : ℂ) (hB : B * ρ = μ • (ρ * B)) :
    trace (ρ * (X * B)) = μ * trace (ρ * (B * X)) := by
  rw [← mul_assoc ρ X B, Matrix.trace_mul_comm (ρ * X) B, ← mul_assoc B ρ X, hB,
    smul_mul_assoc, Matrix.trace_smul, smul_eq_mul, mul_assoc ρ B X]
```

Taking the trace of the previous identity with ρ and inserting this result gives

(1 − (−1)^|L| λ_i) tr(ρA_iA_L) = Σ_j (−1)^j s(i,L_j) tr(ρA_{L∖j}).

In `correlator_recursion`, `congrArg` applies the trace to both sides and `linear_combination` collects the two terms in tr(ρA_iA_L).

```lean
/-- For operators with numerical anticommutators and `A i ρ = lam i ρ A i`, a correlator is
related to the correlators with two operators fewer. -/
theorem correlator_recursion (ρ : Matrix n n ℂ) (A : ι → Matrix n n ℂ) (lam : ι → ℂ)
    (s : ι → ι → ℂ) (hρ : ∀ i, A i * ρ = lam i • (ρ * A i))
    (hA : ∀ i j, A i * A j + A j * A i = s i j • (1 : Matrix n n ℂ)) (i : ι) (L : List ι) :
    (1 - (-1) ^ L.length * lam i) * trace (ρ * orderedProduct A (i :: L)) =
      ∑ j : Fin L.length, (-1) ^ (j : ℕ) * s i (L.get j) *
        trace (ρ * orderedProduct A (L.eraseIdx j)) := by
  have hcons : orderedProduct A (i :: L) = A i * orderedProduct A L := by simp [orderedProduct]
  have h := congrArg (fun X => trace (ρ * X)) (move_through A s hA i L)
  simp only [mul_add, Finset.mul_sum, mul_smul_comm, Matrix.trace_add, Matrix.trace_sum,
    Matrix.trace_smul, smul_eq_mul] at h
  rw [trace_cycle ρ (A i) _ (lam i) (hρ i)] at h
  rw [hcons]
  linear_combination h
```

Consider two modes in an incoherent mixture of the state with both empty and the state with both filled, each with probability 1/2. Then ⟨n₁n₂⟩ = 1/2, whereas pair averages would give ⟨n₁⟩⟨n₂⟩ = 1/4. Numerical anticommutators and unit trace alone therefore do not make correlators factorise.

## Unit trace and λ_i ≠ −1

The condition tr ρ = 1 is the normalisation of the total probability; neither positivity nor hermiticity of ρ is assumed. It enters at the empty list, where the correlator is tr ρ and the Wick sum is 1. For another trace, the same induction gives tr(ρA_L) = tr(ρ)·W(L) for even lists.

If the whole list i, L has even length, |L| is odd and the prefactor in the recursion is 1 + λ_i. Since λ_i ≠ −1, one may divide:

tr(ρA_iA_L) = Σ_j (−1)^j [s(i,L_j)/(1+λ_i)] tr(ρA_{L∖j}).

The correlators on the right contain two operators fewer, so by induction they are Wick sums, and the right side is the Wick sum of the whole list. For two operators,

tr(ρA_iA_j) = s_ij/(1+λ_i),

so the contraction is the pair average itself. At λ_i = −1 the recursion for two operators reads 0 = s_ij and leaves the pair average undetermined.

`thermal_wick` states the result for every list of even length. Its proof is a strong induction on the length; `hsum` inserts the shorter Wick sums, and `mul_left_cancel₀` performs the division.

```lean
/-- **Thermal Wick theorem.** Let `tr ρ = 1`, `A i ρ = lam i ρ A i` with `lam i ≠ -1`, and let all
anticommutators be numbers `s i j`. Then every correlator of an even number of operators is the
Wick sum of the thermal contractions `s i j / (1 + lam i)`. -/
theorem thermal_wick (ρ : Matrix n n ℂ) (A : ι → Matrix n n ℂ) (lam : ι → ℂ) (s : ι → ι → ℂ)
    (htr : trace ρ = 1) (hρ : ∀ i, A i * ρ = lam i • (ρ * A i)) (hlam : ∀ i, lam i ≠ -1)
    (hA : ∀ i j, A i * A j + A j * A i = s i j • (1 : Matrix n n ℂ))
    (L : List ι) (hL : Even L.length) :
    trace (ρ * orderedProduct A L) = wickSum (thermalContraction s lam) L := by
  suffices H : ∀ m, ∀ L : List ι, L.length = m → Even m →
      trace (ρ * orderedProduct A L) = wickSum (thermalContraction s lam) L from H _ L rfl hL
  intro m
  induction m using Nat.strong_induction_on with
  | _ m ih =>
    intro L hm he
    obtain ⟨k, hk⟩ := he
    cases L with
    | nil => rw [wickSum]; simp [orderedProduct, htr]
    | cons i L =>
      rw [List.length_cons] at hm
      have hodd : Odd L.length := ⟨k - 1, by omega⟩
      have hne : 1 + lam i ≠ 0 := fun h => hlam i (by linear_combination h)
      have r := correlator_recursion ρ A lam s hρ hA i L
      rw [hodd.neg_one_pow] at r
      -- the shorter correlators are Wick sums by induction
      have hsum : ∑ j : Fin L.length, (-1) ^ (j : ℕ) * s i (L.get j) *
            trace (ρ * orderedProduct A (L.eraseIdx j))
          = (1 + lam i) * wickSum (thermalContraction s lam) (i :: L) := by
        rw [wickSum, Finset.mul_sum]
        refine Finset.sum_congr rfl fun j _ => ?_
        have hj := j.isLt
        have hlen : (L.eraseIdx j).length = L.length - 1 := by
          rw [List.length_eraseIdx, if_pos hj]
        have hc : (1 + lam i) * thermalContraction s lam i (L.get j) = s i (L.get j) := by
          rw [thermalContraction]
          field_simp
        rw [ih (L.eraseIdx j).length (by omega) (L.eraseIdx j) rfl ⟨k - 1, by omega⟩, ← hc]
        ring
      apply mul_left_cancel₀ hne
      linear_combination r + hsum
```

## λ_i ≠ 1 and odd correlators

For a list of odd total length the prefactor is 1 − λ_i. A single operator leaves an empty sum on the right, so its average vanishes if λ_i ≠ 1, and induction extends this to all odd lists. Unit trace is not needed.

```lean
/-- If `A i ρ = lam i ρ A i` with `lam i ≠ 1` and all anticommutators are numbers, every
correlator of an odd number of operators vanishes. -/
theorem odd_correlator_eq_zero (ρ : Matrix n n ℂ) (A : ι → Matrix n n ℂ) (lam : ι → ℂ)
    (s : ι → ι → ℂ) (hρ : ∀ i, A i * ρ = lam i • (ρ * A i)) (hlam : ∀ i, lam i ≠ 1)
    (hA : ∀ i j, A i * A j + A j * A i = s i j • (1 : Matrix n n ℂ))
    (L : List ι) (hL : Odd L.length) : trace (ρ * orderedProduct A L) = 0 := by
  suffices H : ∀ m, ∀ L : List ι, L.length = m → Odd m →
      trace (ρ * orderedProduct A L) = 0 from H _ L rfl hL
  intro m
  induction m using Nat.strong_induction_on with
  | _ m ih =>
    intro L hm ho
    obtain ⟨k, hk⟩ := ho
    cases L with
    | nil => rw [List.length_nil] at hm; omega
    | cons i L =>
      rw [List.length_cons] at hm
      have heven : Even L.length := ⟨k, by omega⟩
      have hne : 1 - lam i ≠ 0 := fun h => hlam i (by linear_combination -h)
      have r := correlator_recursion ρ A lam s hρ hA i L
      rw [heven.neg_one_pow, one_mul, Finset.sum_eq_zero] at r
      · exact (mul_eq_zero.mp r).resolve_left hne
      · intro j _
        have hj := j.isLt
        have hlen : (L.eraseIdx j).length = L.length - 1 := by
          rw [List.length_eraseIdx, if_pos hj]
        rw [ih (L.eraseIdx j).length (by omega) (L.eraseIdx j) rfl ⟨k - 1, by omega⟩, mul_zero]
```

With no restriction on λ_i the statement fails: the single operator A = 1 has λ = 1 and s = 2, and its average is tr ρ. In a thermal state λ_i = 1 also occurs for a mode at the chemical potential. Odd correlators of creation and annihilation operators still vanish there if ρ commutes with the particle number, because an odd product always changes that number.

## Fixed energy changes in the Gibbs state

Let H have real levels E_x and be written in its eigenbasis. The Gibbs state has weights e^(−βE_x)/Z, where β is the inverse temperature and Z = Σ_y e^(−βE_y). For a grand-canonical ensemble, E_x stands for the eigenvalues of H − μN, with chemical potential μ (not the factor `μ` of `trace_cycle`) and particle number N.

```lean
/-- The Hamiltonian with real energy levels `E`, written in its eigenbasis. -/
def hamiltonian (E : n → ℝ) : Matrix n n ℂ := Matrix.diagonal fun x => (E x : ℂ)

/-- The Gibbs state at inverse temperature `β`, for a nonempty set of levels `E`. -/
def gibbs (β : ℝ) (E : n → ℝ) : Matrix n n ℂ :=
  Matrix.diagonal fun x => ((Real.exp (-β * E x) / ∑ y, Real.exp (-β * E y) : ℝ) : ℂ)
```

With at least one level, Z is positive and the weights sum to 1.

```lean
/-- The Gibbs state of a system with at least one level has unit trace. -/
theorem gibbs_trace [Nonempty n] (β : ℝ) (E : n → ℝ) : trace (gibbs β E) = 1 := by
  have hZ : 0 < ∑ y, Real.exp (-β * E y) :=
    Finset.sum_pos (fun _ _ => Real.exp_pos _) Finset.univ_nonempty
  rw [gibbs, Matrix.trace_diagonal, ← Complex.ofReal_sum, ← Finset.sum_div, div_self hZ.ne',
    Complex.ofReal_one]
```

The exchange relation now follows from HA_i − A_iH = ω_iA_i: the operator A_i raises the energy by ω_i, or lowers it if ω_i is negative. The matrix element between levels x and y obeys

(E_x − E_y − ω_i)(A_i)_xy = 0.

Where the element is nonzero, E_x = E_y + ω_i and e^(−βE_y) = e^(βω_i) e^(−βE_x). Hence λ_i = e^(βω_i). `gibbs_exchange` makes the same case distinction, element by element.

```lean
/-- An operator that raises the energy by `ω` passes through the Gibbs state with the
factor `exp (β ω)`. -/
theorem gibbs_exchange (β ω : ℝ) (E : n → ℝ) (B : Matrix n n ℂ)
    (hB : hamiltonian E * B - B * hamiltonian E = (ω : ℂ) • B) :
    B * gibbs β E = ((Real.exp (β * ω) : ℝ) : ℂ) • (gibbs β E * B) := by
  ext x y
  have h := congrArg (fun M : Matrix n n ℂ => M x y) hB
  simp only [hamiltonian, Matrix.sub_apply, Matrix.diagonal_mul, Matrix.mul_diagonal,
    Matrix.smul_apply, smul_eq_mul] at h
  simp only [gibbs, Matrix.diagonal_mul, Matrix.mul_diagonal, Matrix.smul_apply, smul_eq_mul]
  by_cases h0 : B x y = 0
  · simp [h0]
  · -- a nonzero matrix element connects levels that differ by ω
    have h1 : ((E x - E y - ω : ℝ) : ℂ) * B x y = 0 := by
      push_cast
      linear_combination h
    have hr : E x - E y - ω = 0 :=
      Complex.ofReal_eq_zero.mp ((mul_eq_zero.mp h1).resolve_right h0)
    have hexp : Real.exp (-β * E y) = Real.exp (β * ω) * Real.exp (-β * E x) := by
      rw [← Real.exp_add]
      congr 1
      linear_combination β * hr
    rw [hexp, mul_div_assoc, Complex.ofReal_mul]
    ring
```

This λ_i is positive, so λ_i ≠ −1 holds automatically, and `gibbs_wick` has the contraction s_ij/(1+e^(βω_i)). As β → ∞ it tends to 0 for ω_i > 0 and to s_ij for ω_i < 0, the contractions of the ground state.

```lean
/-- Wick theorem in the Gibbs state: if `A i` raises the energy by `ω i` and all anticommutators
are numbers, even correlators are Wick sums with contraction `s i j / (1 + exp (β ω i))`. -/
theorem gibbs_wick [Nonempty n] (β : ℝ) (E : n → ℝ) (A : ι → Matrix n n ℂ) (ω : ι → ℝ)
    (s : ι → ι → ℂ)
    (hω : ∀ i, hamiltonian E * A i - A i * hamiltonian E = (ω i : ℂ) • A i)
    (hA : ∀ i j, A i * A j + A j * A i = s i j • (1 : Matrix n n ℂ))
    (L : List ι) (hL : Even L.length) :
    trace (gibbs β E * orderedProduct A L) =
      wickSum (thermalContraction s fun i => ((Real.exp (β * ω i) : ℝ) : ℂ)) L := by
  refine thermal_wick _ A _ s (gibbs_trace β E)
    (fun i => gibbs_exchange β (ω i) E (A i) (hω i)) (fun i h => ?_) hA L hL
  have h' := congrArg Complex.re h
  simp only [Complex.ofReal_re, Complex.neg_re, Complex.one_re] at h'
  linarith [Real.exp_pos (β * ω i)]
```

An interacting Hamiltonian generally gives its creation operators no single energy change, and the hypothesis then fails. For finite non-interacting systems in the grand-canonical ensemble, the theorem reduces averages of two-body operators to sums of products of one-body averages, as in finite-temperature mean-field theory. The A_i are then the operators of the eigenmodes of the one-body Hamiltonian. Operators of other orbitals are linear combinations of them, and the factorisation into pair averages carries over by linearity. In the canonical ensemble, with fixed particle number and finite temperature, it generally fails: for one fermion in an equal incoherent mixture of two modes of the same energy, ⟨n₁n₂⟩ = 0, whereas the Wick sum would be ⟨n₁⟩⟨n₂⟩ = 1/4. A fixed particle number alone does not exclude the factorisation, since it holds for a single Slater determinant. The step to infinitely many modes needs a separate limiting argument.

## One mode and its Fermi–Dirac occupation

A single mode with levels 0 and e satisfies the hypotheses of `gibbs_wick`. In the grand-canonical ensemble e is the energy of the mode minus the chemical potential. Entry 0 of `modeOps` is the creation operator and entry 1 the annihilation operator, with energy changes e and −e. The proof checks all matrix elements.

```lean
/-- The creation and the annihilation operator of a single fermion mode, in this order. -/
def modeOps : Fin 2 → Matrix (Fin 2) (Fin 2) ℂ := ![!![0, 0; 1, 0], !![0, 1; 0, 0]]

/-- The single fermion mode with levels `0` and `e` meets the hypotheses of the Wick theorem in
the Gibbs state, with energy changes `e` and `-e`. -/
theorem gibbs_wick_witness (e : ℝ) :
    (∀ i, hamiltonian ![0, e] * modeOps i - modeOps i * hamiltonian ![0, e]
      = ((![e, -e] i : ℝ) : ℂ) • modeOps i) ∧
    ∀ i j, modeOps i * modeOps j + modeOps j * modeOps i
      = (if i = j then 0 else 1 : ℂ) • (1 : Matrix (Fin 2) (Fin 2) ℂ) := by
  constructor
  · intro i
    ext x y
    simp only [hamiltonian, Matrix.sub_apply, Matrix.diagonal_mul, Matrix.mul_diagonal,
      Matrix.smul_apply, smul_eq_mul]
    fin_cases i <;> fin_cases x <;> fin_cases y <;> simp [modeOps]
  · intro i j
    ext x y
    fin_cases i <;> fin_cases j <;> fin_cases x <;> fin_cases y <;>
      simp [modeOps]
```

In `fermi_dirac` the letter `a` denotes the operator that raises the energy by e, which textbooks write as a†; the occupation number is therefore `a * aᴴ`. Let N̄ be its mean. The exchange relation gives tr(ρaᴴa) = exp(βe)N̄, and aaᴴ + aᴴa = 1 gives

N̄ + exp(βe)N̄ = 1, so N̄ = 1/(exp(βe)+1).

The proof combines these two equations directly, using `trace_cycle` for the first, and does not need a² = 0.

```lean
/-- Fermi–Dirac occupation: if `a` raises the energy by `e` and `a aᴴ + aᴴ a = 1`, the mean of
`a aᴴ` in the Gibbs state is `1 / (exp (β e) + 1)`. -/
theorem fermi_dirac [Nonempty n] (β e : ℝ) (E : n → ℝ) (a : Matrix n n ℂ)
    (he : hamiltonian E * a - a * hamiltonian E = (e : ℂ) • a) (hcar : a * aᴴ + aᴴ * a = 1) :
    trace (gibbs β E * (a * aᴴ)) = ((1 / (Real.exp (β * e) + 1) : ℝ) : ℂ) := by
  have hc := trace_cycle _ a aᴴ _ (gibbs_exchange β e E a he)
  have h : trace (gibbs β E * (a * aᴴ)) + trace (gibbs β E * (aᴴ * a)) = 1 := by
    rw [← Matrix.trace_add, ← mul_add, hcar, mul_one, gibbs_trace]
  have hne : ((Real.exp (β * e) : ℝ) : ℂ) + 1 ≠ 0 := by
    have hpos : Real.exp (β * e) + 1 ≠ 0 := by positivity
    exact_mod_cast hpos
  rw [Complex.ofReal_div, Complex.ofReal_add, Complex.ofReal_one, eq_div_iff hne]
  linear_combination h - hc

end

end ThermalWick
```

```lean
#print axioms ThermalWick.odd_correlator_eq_zero
#print axioms ThermalWick.gibbs_wick
#print axioms ThermalWick.fermi_dirac
```

```
'ThermalWick.odd_correlator_eq_zero' depends on axioms: [propext, Classical.choice, Quot.sound]
'ThermalWick.gibbs_wick' depends on axioms: [propext, Classical.choice, Quot.sound]
'ThermalWick.fermi_dirac' depends on axioms: [propext, Classical.choice, Quot.sound]
```
